# With finite energies and every state sampled, the MBAR equations have a solution, unique up to a common shift

Simulations at several temperatures or coupling strengths leave a pool of configurations, each of which can be re-evaluated with the energy function of every state. The multistate Bennett acceptance ratio (MBAR) turns this table of energies into free energies by solving coupled nonlinear equations, which raises the question of whether a solution exists and whether there is only one.

```lean
import Mathlib

open Finset

namespace MBARExistenceUniqueness

noncomputable section

variable {K S : Type*} [Fintype K]

/-- The mixture denominator of sample `n`: the sum over states of `N_k exp(f_k - u_kn)`. -/
def mix (N : K → ℝ) (u : K → S → ℝ) (f : K → ℝ) (n : S) : ℝ :=
  ∑ k, N k * Real.exp (f k - u k n)

/-- The mixture denominator is positive when all `N_k` are positive. -/
lemma mix_pos [Nonempty K] {N : K → ℝ} (hN : ∀ k, 0 < N k) (u : K → S → ℝ)
    (f : K → ℝ) (n : S) : 0 < mix N u f n :=
  Finset.sum_pos (fun k _ => mul_pos (hN k) (Real.exp_pos _)) Finset.univ_nonempty

/-- A common shift `c` of the free energies multiplies the mixture denominator by `exp c`. -/
lemma mix_shift (N : K → ℝ) (u : K → S → ℝ) (f : K → ℝ) (c : ℝ) (n : S) :
    mix N u (fun k => f k + c) n = Real.exp c * mix N u f n := by
  unfold mix
  rw [Finset.mul_sum]
  refine Finset.sum_congr rfl fun k _ => ?_
  rw [show f k + c - u k n = c + (f k - u k n) by ring, Real.exp_add]
  ring

variable [Fintype S]

/-- The MBAR objective as a function of the reduced free energies `f`. -/
def objective (N : K → ℝ) (u : K → S → ℝ) (f : K → ℝ) : ℝ :=
  ∑ n, Real.log (mix N u f n) - ∑ k, N k * f k

/-- The self-consistent MBAR equations for the reduced free energies `f`. -/
def IsMBAR (N : K → ℝ) (u : K → S → ℝ) (f : K → ℝ) : Prop :=
  ∀ k, Real.exp (-f k) = ∑ n, Real.exp (-u k n) / mix N u f n

/-- For positive `N_k`, the MBAR equations hold exactly when the mixture weights of each state,
summed over all samples, equal `N_k`. -/
theorem isMBAR_iff_counts {N : K → ℝ} (hN : ∀ k, 0 < N k) (u : K → S → ℝ) (f : K → ℝ) :
    IsMBAR N u f ↔ ∀ k, ∑ n, N k * Real.exp (f k - u k n) / mix N u f n = N k := by
  unfold IsMBAR
  refine forall_congr' fun k => ?_
  have h : ∑ n, N k * Real.exp (f k - u k n) / mix N u f n
      = N k * (Real.exp (f k) * ∑ n, Real.exp (-u k n) / mix N u f n) := by
    rw [Finset.mul_sum, Finset.mul_sum]
    refine Finset.sum_congr rfl fun n _ => ?_
    rw [sub_eq_add_neg, Real.exp_add]
    ring
  rw [h, Real.exp_neg (f k)]
  constructor
  · intro e
    rw [← e, mul_inv_cancel₀ (Real.exp_pos (f k)).ne', mul_one]
  · intro e
    exact inv_eq_of_mul_eq_one_right (mul_left_cancel₀ (hN k).ne' (by rw [e, mul_one]))

/-- For positive `N_k` that sum to the number of samples, the objective plus a constant independent
of `f` is an upper bound for every difference `f i - f j` weighted by `N j`. -/
theorem difference_le_objective [Nonempty K] {N : K → ℝ} (hN : ∀ k, 0 < N k)
    (hsum : ∑ k, N k = Fintype.card S) (u : K → S → ℝ) :
    ∃ C, ∀ (f : K → ℝ) (i j : K), N j * (f i - f j) ≤ objective N u f + C := by
  refine ⟨∑ k, |(Fintype.card S : ℝ) * Real.log (N k) - ∑ n, u k n|, fun f i j => ?_⟩
  obtain ⟨m, hm⟩ := Finite.exists_max f
  -- keep only the state of largest free energy in each logarithm
  have h1 : ∀ n, Real.log (N m) + (f m - u m n) ≤ Real.log (mix N u f n) := by
    intro n
    have e : Real.log (N m * Real.exp (f m - u m n)) = Real.log (N m) + (f m - u m n) := by
      rw [Real.log_mul (hN m).ne' (Real.exp_pos _).ne', Real.log_exp]
    rw [← e]
    exact Real.log_le_log (mul_pos (hN m) (Real.exp_pos _))
      (Finset.single_le_sum (f := fun k => N k * Real.exp (f k - u k n))
        (fun k _ => (mul_pos (hN k) (Real.exp_pos _)).le) (Finset.mem_univ m))
  have h2 := Finset.sum_le_sum (fun n (_ : n ∈ (Finset.univ : Finset S)) => h1 n)
  simp only [Finset.sum_add_distrib, Finset.sum_sub_distrib, Finset.sum_const,
    Finset.card_univ, nsmul_eq_mul] at h2
  have h3 : N j * (f m - f j) ≤ ∑ k, N k * (f m - f k) :=
    Finset.single_le_sum (f := fun k => N k * (f m - f k))
      (fun k _ => mul_nonneg (hN k).le (sub_nonneg.2 (hm k))) (Finset.mem_univ j)
  have h4 : ∑ k, N k * (f m - f k) = Fintype.card S * f m - ∑ k, N k * f k := by
    simp only [mul_sub, Finset.sum_sub_distrib, ← Finset.sum_mul, hsum]
  have h5 := Finset.single_le_sum
    (f := fun k => |(Fintype.card S : ℝ) * Real.log (N k) - ∑ n, u k n|)
    (fun k _ => abs_nonneg _) (Finset.mem_univ m)
  have h6 := neg_abs_le ((Fintype.card S : ℝ) * Real.log (N m) - ∑ n, u m n)
  have h7 : N j * (f i - f j) ≤ N j * (f m - f j) :=
    mul_le_mul_of_nonneg_left (by linarith [hm i]) (hN j).le
  unfold objective
  linarith

/-- The derivative of the objective when the free energies move along a direction `v`. -/
theorem hasDerivAt_objective [Nonempty K] {N : K → ℝ} (hN : ∀ k, 0 < N k)
    (u : K → S → ℝ) (f v : K → ℝ) :
    HasDerivAt (fun t : ℝ => objective N u (fun i => f i + t * v i))
      (∑ n, (∑ i, N i * (Real.exp (f i - u i n) * v i)) / mix N u f n - ∑ i, N i * v i) 0 := by
  have h1 (i : K) : HasDerivAt (fun t : ℝ => f i + t * v i) (v i) 0 :=
    (((hasDerivAt_id' (0 : ℝ)).mul_const (v i)).const_add (f i)).congr_deriv (one_mul _)
  have h2 (n : S) : HasDerivAt (fun t : ℝ => mix N u (fun i => f i + t * v i) n)
      (∑ i, N i * (Real.exp (f i - u i n) * v i)) 0 := by
    unfold mix
    refine HasDerivAt.fun_sum fun i _ => ?_
    exact ((((h1 i).sub_const (u i n)).exp).const_mul (N i)).congr_deriv (by simp)
  have h3 : HasDerivAt (fun t : ℝ => ∑ n, Real.log (mix N u (fun i => f i + t * v i) n))
      (∑ n, (∑ i, N i * (Real.exp (f i - u i n) * v i)) / mix N u f n) 0 := by
    refine HasDerivAt.fun_sum fun n _ => ?_
    exact ((h2 n).log (mix_pos hN u _ n).ne').congr_deriv (by simp)
  have h4 : HasDerivAt (fun t : ℝ => ∑ i, N i * (f i + t * v i)) (∑ i, N i * v i) 0 :=
    HasDerivAt.fun_sum fun i _ => (h1 i).const_mul (N i)
  exact h3.fun_sub h4

/-- If the `N_k` are positive and sum to the number of samples, the MBAR equations have a solution.
-/
theorem exists_isMBAR [Nonempty K] {N : K → ℝ} (hN : ∀ k, 0 < N k)
    (hsum : ∑ k, N k = Fintype.card S) (u : K → S → ℝ) : ∃ f, IsMBAR N u f := by
  classical
  obtain ⟨C, hC⟩ := difference_le_objective hN hsum u
  obtain ⟨r⟩ := ‹Nonempty K›
  have : Nonempty K := ⟨r⟩
  let A := objective N u 0 + C
  -- with `f r = 0`, low values of the objective occur only inside a box
  have box : ∀ h : K → ℝ, h r = 0 → objective N u h ≤ objective N u 0 →
      h ∈ Set.Icc (fun i => -(A / N i)) (fun _ => A / N r) := by
    intro h h0 hle
    constructor
    · intro i
      have a := hC h r i
      rw [h0] at a
      have b : -h i ≤ A / N i := (le_div_iff₀ (hN i)).2 (by dsimp only [A]; linarith)
      show -(A / N i) ≤ h i
      linarith
    · intro i
      have a := hC h i r
      rw [h0] at a
      exact (le_div_iff₀ (hN r)).2 (by dsimp only [A]; linarith)
  have hcont : Continuous (objective N u) := by
    unfold objective
    refine Continuous.sub (continuous_finsetSum _ fun n _ => Continuous.log ?_
      fun f => (mix_pos hN u f n).ne') (by fun_prop)
    unfold mix
    fun_prop
  have hz := box 0 rfl le_rfl
  obtain ⟨f, -, hf⟩ := isCompact_Icc.exists_isMinOn ⟨0, hz⟩ hcont.continuousOn
  have hmin : ∀ g, objective N u f ≤ objective N u g := by
    intro g
    have hs : objective N u (fun k => g k + -g r) = objective N u g := by
      unfold objective
      simp only [mix_shift, Real.log_mul (Real.exp_pos _).ne' (mix_pos hN u g _).ne',
        Real.log_exp, Finset.sum_add_distrib, mul_add, ← Finset.sum_mul, hsum,
        Finset.sum_const, Finset.card_univ, nsmul_eq_mul]
      ring
    rw [← hs]
    rcases le_total (objective N u (fun k => g k + -g r)) (objective N u 0) with h | h
    · exact hf (box _ (add_neg_cancel (g r)) h)
    · exact le_trans (hf hz) h
  refine ⟨f, (isMBAR_iff_counts hN u f).2 fun k => ?_⟩
  -- at the minimiser the derivative along every direction `v` vanishes
  have stat : ∀ v : K → ℝ, ∑ n, (∑ i, N i * (Real.exp (f i - u i n) * v i)) / mix N u f n
      - ∑ i, N i * v i = 0 := by
    intro v
    refine IsLocalMin.hasDerivAt_eq_zero ?_ (hasDerivAt_objective hN u f v)
    exact Filter.Eventually.of_forall fun t => by
      simpa using hmin (fun i => f i + t * v i)
  have h := stat (fun i => if i = k then 1 else 0)
  simp only [mul_ite, mul_one, mul_zero, Finset.sum_ite_eq', Finset.mem_univ, if_true] at h
  linarith

/-- For positive `N_k`, any two solutions of the MBAR equations differ by a common shift. -/
theorem isMBAR_unique [Nonempty K] {N : K → ℝ} (hN : ∀ k, 0 < N k) {u : K → S → ℝ}
    {f g : K → ℝ} (hf : IsMBAR N u f) (hg : IsMBAR N u g) : ∃ c, ∀ k, g k = f k + c := by
  obtain ⟨k, hk⟩ := Finite.exists_max (fun k => g k - f k)
  refine ⟨g k - f k, fun j => ?_⟩
  by_contra hj
  have hjlt : g j - f j < g k - f k :=
    lt_of_le_of_ne (hk j) fun e => hj (by linarith)
  have hS : Nonempty S := by
    by_contra hE
    have : IsEmpty S := not_nonempty_iff.1 hE
    have h := hf k
    rw [Finset.univ_eq_empty, Finset.sum_empty] at h
    exact (Real.exp_pos _).ne' h
  -- a smaller difference at `j` puts every denominator of `g` strictly below
  -- `exp (g k - f k)` times that of `f`
  have hlt : ∀ n, mix N u g n < Real.exp (g k - f k) * mix N u f n := by
    intro n
    rw [← mix_shift]
    unfold mix
    refine Finset.sum_lt_sum (fun i _ => ?_) ⟨j, Finset.mem_univ j, ?_⟩
    · exact mul_le_mul_of_nonneg_left (Real.exp_le_exp.2 (by linarith [hk i])) (hN i).le
    · exact mul_lt_mul_of_pos_left (Real.exp_lt_exp.2 (by linarith)) (hN j)
  have h : ∑ n, Real.exp (-u k n) / mix N u f n
      < ∑ n, Real.exp (g k - f k) * (Real.exp (-u k n) / mix N u g n) := by
    refine Finset.sum_lt_sum_of_nonempty Finset.univ_nonempty fun n _ => ?_
    rw [← mul_div_assoc, div_lt_div_iff₀ (mix_pos hN u f n) (mix_pos hN u g n)]
    nlinarith [mul_lt_mul_of_pos_left (hlt n) (Real.exp_pos (-u k n))]
  rw [← Finset.mul_sum, ← hg k, ← hf k, ← Real.exp_add] at h
  have := Real.exp_lt_exp.1 h
  linarith

/-- A common shift of all free energies preserves the MBAR equations. -/
theorem IsMBAR.shift {N : K → ℝ} {u : K → S → ℝ} {f : K → ℝ} (hf : IsMBAR N u f) (c : ℝ) :
    IsMBAR N u (fun k => f k + c) := by
  intro k
  simp only [mix_shift]
  rw [show -(f k + c) = -c + -f k by ring, Real.exp_add, hf k, Finset.mul_sum]
  refine Finset.sum_congr rfl fun n _ => ?_
  rw [Real.exp_neg c]
  ring

/-- If the `N_k` are positive and sum to the number of samples, the MBAR equations have a solution,
and the set of all solutions consists of its common shifts. -/
theorem mbar_solution_set [Nonempty K] {N : K → ℝ} (hN : ∀ k, 0 < N k)
    (hsum : ∑ k, N k = Fintype.card S) (u : K → S → ℝ) :
    ∃ f, IsMBAR N u f ∧ ∀ g, IsMBAR N u g ↔ ∃ c, ∀ k, g k = f k + c := by
  obtain ⟨f, hf⟩ := exists_isMBAR hN hsum u
  refine ⟨f, hf, fun g => ⟨fun hg => isMBAR_unique hN hf hg, ?_⟩⟩
  rintro ⟨c, hc⟩
  rw [funext hc]
  exact hf.shift c

/-- If the `N_k` are positive and sum to the number of samples, and the free energy of a reference
state `r` is set to zero, the MBAR equations have exactly one solution. -/
theorem existsUnique_gauge {N : K → ℝ} (hN : ∀ k, 0 < N k)
    (hsum : ∑ k, N k = Fintype.card S) (u : K → S → ℝ) (r : K) :
    ∃! f, IsMBAR N u f ∧ f r = 0 := by
  have : Nonempty K := ⟨r⟩
  obtain ⟨f, hf⟩ := exists_isMBAR hN hsum u
  refine ⟨fun k => f k + -f r, ⟨hf.shift _, add_neg_cancel (f r)⟩, ?_⟩
  rintro g ⟨hg, h0⟩
  obtain ⟨c, hc⟩ := isMBAR_unique hN hf hg
  funext k
  have := hc r
  show g k = f k + -f r
  linarith [hc k]

/-- For positive `N_k`, the MBAR equations are solvable exactly when the `N_k` sum to the
number of samples. -/
theorem solvable_iff [Nonempty K] {N : K → ℝ} (hN : ∀ k, 0 < N k) (u : K → S → ℝ) :
    (∃ f, IsMBAR N u f) ↔ ∑ k, N k = Fintype.card S := by
  refine ⟨?_, fun h => exists_isMBAR hN h u⟩
  rintro ⟨f, hf⟩
  have hc := (isMBAR_iff_counts hN u f).1 hf
  -- the weights of each sample sum to one over the states
  calc ∑ k, N k = ∑ k, ∑ n, N k * Real.exp (f k - u k n) / mix N u f n :=
        Finset.sum_congr rfl fun k _ => (hc k).symm
    _ = ∑ n, ∑ k, N k * Real.exp (f k - u k n) / mix N u f n := Finset.sum_comm
    _ = ∑ _n : S, (1 : ℝ) := by
        refine Finset.sum_congr rfl fun n _ => ?_
        rw [← Finset.sum_div]
        exact div_self (mix_pos hN u f n).ne'
    _ = Fintype.card S := by simp

end

end MBARExistenceUniqueness
```

```lean
#print axioms MBARExistenceUniqueness.mbar_solution_set
#print axioms MBARExistenceUniqueness.existsUnique_gauge
#print axioms MBARExistenceUniqueness.solvable_iff
```

```
'MBARExistenceUniqueness.mbar_solution_set' depends on axioms: [propext, Classical.choice, Quot.sound]
'MBARExistenceUniqueness.existsUnique_gauge' depends on axioms: [propext, Classical.choice, Quot.sound]
'MBARExistenceUniqueness.solvable_iff' depends on axioms: [propext, Classical.choice, Quot.sound]
```

## The equations and their solution set

Let $k$ label the states and $n$ the pooled samples, $M$ in number. The reduced energy $u_{kn}$ is the energy of sample $n$ evaluated in state $k$, in units of that state's $k_BT$. The number $N_k$ counts the samples drawn from state $k$, and $f_k$ is its unknown reduced free energy. Define

$$D_n(f)=\sum_k N_k e^{f_k-u_{kn}},\qquad F(f)=\sum_n\ln D_n(f)-\sum_k N_kf_k .$$

These are `mix` and `objective`. The predicate `IsMBAR` states the self-consistent equations

$$e^{-f_k}=\sum_n\frac{e^{-u_{kn}}}{D_n(f)}\quad\text{for every }k.$$

For positive $N_k$ with $\sum_k N_k=M$, `mbar_solution_set` says that there is a solution $f$ and that the solutions are exactly the vectors $f+c$ with a common real constant $c$. In `existsUnique_gauge` the free energy of a reference state $r$ is set to zero, and exactly one solution remains. By `solvable_iff`, the condition $\sum_k N_k=M$ is also necessary for a solution when all $N_k$ are positive.

## What the model contains

The types `K` and `S` hold the states and the samples; both are finite, and there is at least one state. The pool does not record which state produced which sample, since the equations use only the totals $N_k$. These are positive reals in the Lean code, with integer counts as the special case. States with $N_k=0$ are outside the theorems; they drop out of every $D_n$, so their $f_k$ follow directly from their own equations once those of the sampled states are solved. The hypothesis `hsum` expresses the bookkeeping fact that every pooled sample was drawn from one of the listed states.

The energies are arbitrary real numbers, so an infinite energy, such as that of a hard-core overlap, is excluded. Every sample therefore has a nonzero Boltzmann factor in every state, however small, and existence and uniqueness of the solution need no separate overlap condition. Nothing is assumed about how the samples were generated. The theorems concern the equations for a given table of numbers, and say nothing about statistical error or about closeness to the true free energies.

## Solutions balance the counts

Multiplying the equation for state $k$ by $N_ke^{f_k}$ gives

$$\sum_n w_{kn}=N_k,\qquad w_{kn}=\frac{N_ke^{f_k-u_{kn}}}{D_n(f)} .$$

The step is reversible because $N_ke^{f_k}>0$; this is `isMBAR_iff_counts`. For each sample the weights $w_{kn}$ sum to one over the states. Summing the balance over $k$ and exchanging the two sums therefore gives $\sum_kN_k=M$, which is the calculation in `solvable_iff`.

## A minimum exists

Let $m$ be a state at which $f$ is largest. Keeping only its term in each $D_n$ gives

$$\ln D_n(f)\ge \ln N_m+f_m-u_{mn}.$$

Sum over $n$, subtract $\sum_kN_kf_k$ and use $M=\sum_kN_k$:

$$F(f)\ge\sum_kN_k(f_m-f_k)+M\ln N_m-\sum_nu_{mn}.$$

Every term of the first sum is nonnegative, so that sum is at least $N_j(f_m-f_j)$, which is at least $N_j(f_i-f_j)$ for any $i$ and $j$. The remaining terms depend on $m$, and hence on $f$, but they are bounded below by $-C$ with $C=\sum_k|M\ln N_k-\sum_nu_{kn}|$. Thus

$$N_j(f_i-f_j)\le F(f)+C,$$

which is `difference_le_objective`. In Lean, `Finset.single_le_sum` selects the single terms and `linarith` combines the inequalities.

Now fix $f_r=0$ and consider vectors with $F(f)\le F(0)$. With $A=F(0)+C$, the bound gives $-A/N_i\le f_i\le A/N_r$ for every $i$. This is the step `box` in `exists_isMBAR`. The box is compact and $F$ is continuous, so $F$ attains a minimum on it.

That minimum is global. A common shift multiplies each $D_n$ by $e^c$ (`mix_shift`), so

$$F(f+c)=F(f)+Mc-c\sum_kN_k=F(f).$$

Any $g$ can therefore be shifted to $g_r=0$ without changing $F$. The shifted vector either lies in the box or has $F\ge F(0)$, and the zero vector is itself in the box. In both cases its value is no lower than the minimum.

The derivative along a direction $v$, computed in `hasDerivAt_objective`, is

$$\left.\frac{d}{dt}F(f+tv)\right|_{t=0}=\sum_n\frac{\sum_iN_ie^{f_i-u_{in}}v_i}{D_n(f)}-\sum_iN_iv_i .$$

It vanishes at the minimum. Choosing $v_i=1$ for $i=k$ and $0$ otherwise leaves $\sum_nw_{kn}-N_k=0$, the count balance, so the minimiser solves the MBAR equations. The objective is also convex, as a sum of log-sum-exp functions and a linear term, but this argument makes no use of convexity.

## Two solutions differ by a constant

Let $f$ and $g$ be solutions, let $k$ be a state at which $g-f$ is largest, and put $c=g_k-f_k$. Suppose some state $j$ had $g_j-f_j<c$. In $D_n(g)$, each term is at most $e^c$ times its counterpart in $D_n(f)$, and the term of $j$ is strictly smaller. Hence $D_n(g)<e^cD_n(f)$ for every $n$, and

$$e^{-f_k}=\sum_n\frac{e^{-u_{kn}}}{D_n(f)}<e^c\sum_n\frac{e^{-u_{kn}}}{D_n(g)}=e^{c-g_k}=e^{-f_k},$$

a contradiction. The strict inequality needs at least one sample; without any, the equation would read $e^{-f_k}=0$. This is `isMBAR_unique`, where `Finset.sum_lt_sum` compares the denominators and `Finset.sum_lt_sum_of_nonempty` compares the sums over samples.

Conversely, shifting a solution by $c$ multiplies both sides of every equation by $e^{-c}$, as `IsMBAR.shift` records. Together with existence, this gives the full solution set.

## Wrong counts and the fixed-point iteration

Take one state and one sample, but set $N_1=2$. The equation becomes $e^{-f_1}=e^{-f_1}/2$, which has no solution. The objective is $\ln 2-u_{11}-f_1$, which is unbounded below.

A program may solve the equations by repeating

$$f_k\leftarrow-\ln\sum_n\frac{e^{-u_{kn}}}{D_n(f)} .$$

In the example, each pass raises $f_1$ by $\ln2$. If the code also resets the reference free energy to zero after each pass, the drift disappears from view and the iteration looks converged. Such a mismatch can arise when correlated samples are discarded but the $N_k$ are not updated, so comparing $\sum_kN_k$ with the number of columns of the energy table is a useful check.

With consistent counts and finite energies, two exact solutions for the same data give the same differences $f_i-f_j$ of reduced free energies, whatever solver or starting point produced them. Between states at different temperatures $T_k$, the difference of the free energies $k_BT_kf_k$ still depends on the common shift. For Newton's method applied to $F$, the shift freedom appears as a Hessian that is singular along the common shift; holding $f_r=0$ removes that direction.
